# The polarizability of an isotropic oscillator as a fixed power of its mean cubed radius

To estimate the polarizability of an atom in a molecule, one can take the free-atom value and rescale it by a ratio of two volumes. Each volume is the integral of \(r^3\) times an electron density, where \(r\) is the distance from the nucleus; the density is the atom's share of the molecular density in one case and that of the free atom in the other. The rescaling needs an exponent. The problems below derive it for a single charged particle in an isotropic harmonic well, a non-interacting model with one parameter. Carrying the exponent over to a real atom assumes that the atom responds like one such oscillator and that its surroundings change only the frequency. That assumption is not derived here.

## The oscillator, its dipole and its volume

Units are chosen so that \(\hbar\), the mass and the charge are 1. The frequency, usually written \(\omega\), is \(w>0\).

```lean
import Mathlib

open Real MeasureTheory

namespace OscillatorPolarizabilityVolume

noncomputable section
```

A uniform field \(F\) along \(x\) adds \(-Fx\) to the potential energy \(w^2x^2/2\). The motions along the other two axes separate and do not respond, so one coordinate suffices. The proposed state is

\[
\psi_F(x)=\exp\!\left[-\frac w2\left(x-\frac{F}{w^2}\right)^2\right].
\]

It is unnormalised; the normalised state is \((w/\pi)^{1/4}\psi_F\).

```lean
/-- The unnormalised Gaussian state, along the field axis, of an oscillator of frequency `w > 0` in
a uniform field `F`; its centre is displaced to `F / w ^ 2`. -/
def fieldState (w F x : ℝ) : ℝ := exp (-(w / 2) * (x - F / w ^ 2) ^ 2)
```

The induced dipole \(\mu(F)\) is the mean position, with the norm divided out.

```lean
/-- The induced dipole of a unit charge for `w > 0`: the normalised mean position in the
displaced state. -/
def inducedDipole (w F : ℝ) : ℝ :=
  (∫ x, x * fieldState w F x ^ 2) / ∫ x, fieldState w F x ^ 2
```

The polarizability, often written \(\alpha\), is \(a=\mu'(0)\).

```lean
/-- The static polarizability for `w > 0`: the derivative of the induced dipole at zero field. -/
def polarizability (w : ℝ) : ℝ := deriv (inducedDipole w) 0
```

Without a field, the density in three dimensions is \(n(\mathbf r)=(w/\pi)^{3/2}e^{-wr^2}\), where \(r=|\mathbf r|\) is the Euclidean norm `‖r‖`.

```lean
/-- The field-free Gaussian density of the isotropic oscillator of frequency `w > 0` in three
dimensions. -/
def density (w : ℝ) (r : EuclideanSpace ℝ (Fin 3)) : ℝ :=
  (w / π) ^ (3 / 2 : ℝ) * exp (-w * ‖r‖ ^ 2)
```

The "volume" is \(V=\int r^3\,n(\mathbf r)\,d^3r\). It has the dimension of a volume but is not the volume enclosed by a surface.

```lean
/-- The "volume" of the oscillator for `w > 0`: the mean of `r ^ 3` over its density. -/
def volumeR3 (w : ℝ) : ℝ := ∫ r : EuclideanSpace ℝ (Fin 3), ‖r‖ ^ 3 * density w r
```

## (a) A half-integer power

**Task.** For real \(x\ge 0\), show that \(x^{3/2}=(\sqrt x)^3\).

**Solution.** Since \(\sqrt x=x^{1/2}\), its cube is \(x^{(1/2)\cdot 3}=x^{3/2}\). In Lean the left side is a power with a real exponent and the right side one with a natural exponent. The lemma lets later parts replace fractional powers by ordinary algebra in square roots.

```lean
/-- For a nonnegative number, the power `3/2` is the cube of the square root. -/
theorem rpow_three_halves {x : ℝ} (hx : 0 ≤ x) : x ^ (3 / 2 : ℝ) = √x ^ 3 := by
  rw [Real.sqrt_eq_rpow, ← Real.rpow_natCast, ← Real.rpow_mul hx]
  norm_num
```

## (b) The square of the displaced state

**Task.** Show that \(\psi_F(x)^2=\exp[-w(x-F/w^2)^2]\).

**Solution.** Squaring an exponential doubles its exponent, which removes the factor \(1/2\). Lean writes the square as a product and adds the exponents.

```lean
/-- The square of the displaced state is a Gaussian of exponent `w` about the displaced centre. -/
theorem fieldState_sq (w F x : ℝ) :
    fieldState w F x ^ 2 = exp (-w * (x - F / w ^ 2) ^ 2) := by
  rw [fieldState, pow_two, ← Real.exp_add]
  congr 1
  ring
```

## (c) The Schrödinger equation in the field

**Task.** Show that \(\psi_F\) is a stationary state:

\[
-\tfrac12\psi_F''+\left(\tfrac12w^2x^2-Fx\right)\psi_F=\left(\frac w2-\frac{F^2}{2w^2}\right)\psi_F .
\]

**Solution.** Put \(d=F/w^2\). Then \(\psi_F'=-w(x-d)\psi_F\), and a second differentiation gives

\[
-\tfrac12\psi_F''=\left[\frac w2-\frac{w^2(x-d)^2}{2}\right]\psi_F .
\]

Completing the square in the potential gives

\[
\tfrac12w^2x^2-Fx=\tfrac12w^2(x-d)^2-\frac{F^2}{2w^2}.
\]

The quadratic terms cancel in the sum, and the stated energy remains.

In the proof, `h1` and `h2` are the two derivatives, and `field_simp` and `ring` do the cancellation. The theorem gives the eigenvalue equation; that this nodeless solution is the ground state is the usual textbook argument.

```lean
/-- For `w > 0` the displaced Gaussian solves the stationary Schrödinger equation of the
oscillator in the field `F`, with energy `w / 2 - F ^ 2 / (2 * w ^ 2)`. -/
theorem fieldState_schrodinger {w : ℝ} (hw : 0 < w) (F x : ℝ) :
    -(1 / 2) * deriv (deriv (fieldState w F)) x
      + (w ^ 2 * x ^ 2 / 2 - F * x) * fieldState w F x
      = (w / 2 - F ^ 2 / (2 * w ^ 2)) * fieldState w F x := by
  -- first derivative
  have h1 : ∀ y, HasDerivAt (fieldState w F)
      (-(w * (y - F / w ^ 2)) * fieldState w F y) y := by
    intro y
    have h := ((((hasDerivAt_id' y).sub_const (F / w ^ 2)).fun_pow 2).const_mul (-(w / 2))).exp
    refine HasDerivAt.congr_deriv h ?_
    simp only [fieldState, Nat.cast_ofNat, Nat.reduceSub, pow_one]
    ring
  -- second derivative
  have h2 := (((hasDerivAt_id' x).sub_const (F / w ^ 2)).const_mul w).fun_neg.fun_mul (h1 x)
  rw [show deriv (fieldState w F) = fun y => -(w * (y - F / w ^ 2)) * fieldState w F y from
    funext fun y => (h1 y).deriv, h2.deriv]
  field_simp
  ring
```

## (d) The induced dipole

**Task.** Show that \(\mu(F)=F/w^2\) for every \(F\).

**Solution.** With \(d=F/w^2\) and \(y=x-d\), the norm is \(\int e^{-wy^2}dy=\sqrt{\pi/w}\). The numerator is

\[
\int (y+d)\,e^{-wy^2}dy=0+d\sqrt{\pi/w},
\]

because \(y\,e^{-wy^2}\) is odd. The ratio is \(d\).

The steps `hn`, `hodd` and `hx` are the norm, the vanishing odd integral and the numerator. Lean obtains `hodd` by reflecting \(y\to-y\), which shows that the integral equals its own negative. Splitting the numerator requires both terms to be integrable, which Mathlib's Gaussian lemmas supply.

```lean
/-- For `w > 0` the induced dipole is `F / w ^ 2` at every field strength. -/
theorem inducedDipole_eq {w : ℝ} (hw : 0 < w) (F : ℝ) : inducedDipole w F = F / w ^ 2 := by
  simp only [inducedDipole, fieldState_sq]
  generalize F / w ^ 2 = d
  have hn : ∫ x : ℝ, exp (-w * (x - d) ^ 2) = √(π / w) :=
    (integral_sub_right_eq_self (μ := volume) (fun y : ℝ => exp (-w * y ^ 2)) d).trans
      (integral_gaussian w)
  -- the undisplaced Gaussian has no dipole
  have hodd : ∫ y : ℝ, y * exp (-w * y ^ 2) = 0 := by
    have h := integral_neg_eq_self (fun y : ℝ => y * exp (-w * y ^ 2)) volume
    simp only [neg_sq, neg_mul, integral_neg] at h
    simp only [neg_mul]
    linarith
  have hx : ∫ x : ℝ, x * exp (-w * (x - d) ^ 2) = d * √(π / w) := by
    have hs := integral_sub_right_eq_self (μ := volume)
      (fun y : ℝ => (y + d) * exp (-w * y ^ 2)) d
    simp only [sub_add_cancel] at hs
    have ha : ∫ y : ℝ, (y + d) * exp (-w * y ^ 2)
        = (∫ y : ℝ, y * exp (-w * y ^ 2)) + ∫ y : ℝ, d * exp (-w * y ^ 2) := by
      simp only [add_mul]
      exact integral_add (integrable_mul_exp_neg_mul_sq hw)
        ((integrable_exp_neg_mul_sq hw).const_mul d)
    rw [hs, ha, hodd, integral_const_mul, integral_gaussian, zero_add]
  have hpos : 0 < √(π / w) := Real.sqrt_pos.2 (div_pos pi_pos hw)
  rw [hx, hn, mul_div_cancel_right₀ _ hpos.ne']
```

## (e) The polarizability

**Task.** Show that \(a=1/w^2\).

**Solution.** By (d), \(\mu(F)=F/w^2\) is linear in \(F\), with slope \(1/w^2\). Lean replaces the whole function `inducedDipole w` by this linear one before differentiating at zero.

```lean
/-- The polarizability of an oscillator of frequency `w > 0` is `1 / w ^ 2`. -/
theorem polarizability_eq {w : ℝ} (hw : 0 < w) : polarizability w = 1 / w ^ 2 := by
  rw [polarizability, show inducedDipole w = fun F => F / w ^ 2 from
    funext fun F => inducedDipole_eq hw F]
  exact ((hasDerivAt_id' (0 : ℝ)).div_const (w ^ 2)).deriv
```

## (f) The density as a product over the axes

**Task.** With the components of \(\mathbf r\) numbered \(r_0,r_1,r_2\), show that

\[
n(\mathbf r)=\prod_{i=0}^{2}\frac{\psi_0(r_i)^2}{\int\psi_0(x)^2\,dx}.
\]

**Solution.** At zero field each factor is \(\sqrt{w/\pi}\,e^{-wr_i^2}\). The three prefactors multiply to \((w/\pi)^{3/2}\), and the exponents add to \(-w(r_0^2+r_1^2+r_2^2)=-wr^2\).

This ties the density used for \(V\) to the state used for \(a\). Lean uses (a) for the prefactor and expands the squared norm as a sum over `Fin 3`.

```lean
/-- For `w > 0` the three-dimensional density is the product of the normalised field-free
densities along the three axes. -/
theorem density_eq_prod {w : ℝ} (hw : 0 < w) (r : EuclideanSpace ℝ (Fin 3)) :
    density w r = ∏ i, fieldState w 0 (r i) ^ 2 / ∫ x, fieldState w 0 x ^ 2 := by
  have hs : √(π / w) = (√(w / π))⁻¹ := by rw [← Real.sqrt_inv, inv_div]
  simp only [fieldState_sq, zero_div, sub_zero]
  rw [integral_gaussian, hs, density, rpow_three_halves (div_pos hw pi_pos).le,
    EuclideanSpace.norm_sq_eq, Fin.sum_univ_three, Fin.prod_univ_three]
  simp only [Real.norm_eq_abs, sq_abs, mul_add, Real.exp_add, div_inv_eq_mul]
  ring
```

## (g) The mean of the cubed radius

**Task.** Show that

\[
V=\frac{4}{\sqrt\pi\,w^{3/2}} .
\]

**Solution.** In spherical shells,

\[
V=4\pi\left(\frac w\pi\right)^{3/2}\int_0^\infty r^5e^{-wr^2}dr .
\]

The substitution \(u=wr^2\) turns the radial integral into

\[
\frac1{2w^3}\int_0^\infty u^2e^{-u}du=\frac{\Gamma(3)}{2w^3}=\frac1{w^3}.
\]

Hence \(V=4\pi\,(w/\pi)^{3/2}/w^3\), which is the stated value.

In the proof, `hI` is the radial integral, `hb` the volume of the unit ball, and `hc` moves the prefactor out of the integral. The last simplification, `key`, is an identity between rational expressions in \(\sqrt w\) and \(\sqrt\pi\).

```lean
/-- For `w > 0` the mean of `r ^ 3` is `4 / (√π * w ^ (3/2))`. -/
theorem volumeR3_eq {w : ℝ} (hw : 0 < w) :
    volumeR3 w = 4 / (√π * w ^ (3 / 2 : ℝ)) := by
  -- the radial integral, by the Gamma function
  have hI : ∫ y in Set.Ioi (0 : ℝ), y ^ 5 * exp (-w * y ^ 2) = 1 / w ^ 3 := by
    have h := integral_rpow_mul_exp_neg_mul_rpow (p := 2) (q := 5) (b := w)
      (by norm_num) (by norm_num) hw
    have hG : Real.Gamma ((5 + 1) / 2) = 2 := by
      rw [show ((5 : ℝ) + 1) / 2 = ((2 : ℕ) : ℝ) + 1 by norm_num, Real.Gamma_nat_eq_factorial]
      norm_num [Nat.factorial]
    rw [hG, show (-(5 + 1) / 2 : ℝ) = -((3 : ℕ) : ℝ) by norm_num, Real.rpow_neg hw.le,
      Real.rpow_natCast] at h
    simp only [Real.rpow_ofNat] at h
    rw [h]
    ring
  have hb : (volume : Measure (EuclideanSpace ℝ (Fin 3))).real (Metric.ball 0 1)
      = π * 4 / 3 := by
    rw [measureReal_def, EuclideanSpace.volume_ball_fin_three, ENNReal.ofReal_one, one_pow,
      one_mul, ENNReal.toReal_ofReal (by positivity)]
  have hc : ∫ y in Set.Ioi (0 : ℝ), y ^ 2 * (y ^ 3 * ((w / π) ^ (3 / 2 : ℝ) * exp (-w * y ^ 2)))
      = (w / π) ^ (3 / 2 : ℝ) * (1 / w ^ 3) := by
    rw [← hI, ← integral_const_mul]
    congr 1
    ext y
    ring
  -- pass to spherical shells
  have h := integral_fun_norm_addHaar (volume : Measure (EuclideanSpace ℝ (Fin 3)))
    (fun y : ℝ => y ^ 3 * ((w / π) ^ (3 / 2 : ℝ) * exp (-w * y ^ 2)))
  refine h.trans ?_
  simp only [hb, finrank_euclideanSpace_fin, nsmul_eq_mul, smul_eq_mul, Nat.reduceSub,
    Nat.cast_ofNat]
  rw [hc, rpow_three_halves (div_pos hw pi_pos).le, rpow_three_halves hw.le,
    Real.sqrt_div hw.le]
  have key : ∀ s p : ℝ, 0 < s → 0 < p →
      3 * (p ^ 2 * 4 / 3 * ((s / p) ^ 3 * (1 / (s ^ 2) ^ 3))) = 4 / (p * s ^ 3) := by
    intro s p hs hp
    field_simp
  have hk := key √w √π (Real.sqrt_pos.2 hw) (Real.sqrt_pos.2 pi_pos)
  rwa [Real.sq_sqrt hw.le, Real.sq_sqrt pi_pos.le] at hk
```

### Spherical shells without angles

The passage from space to radius is made by Mathlib's `integral_fun_norm_addHaar`. For a function \(f\) of the norm alone, it says in three dimensions that

\[
\int f(|\mathbf r|)\,d^3r=3\cdot\mathrm{vol}(B)\int_0^\infty y^2f(y)\,dy,
\]

where \(B\) is the unit ball. Polar and azimuthal angles never appear. The usual \(4\pi\) arises as the dimension 3 times the ball's volume \(4\pi/3\), which is why the proof needs `hb`. Here \(f(y)\) is \(y^3\) times the Gaussian density at radius \(y\), so the integrand acquires the fifth power of \(y\).

## (h) Eliminating the frequency

**Task.** Show that

\[
a=\left(\frac{\sqrt\pi\,V}{4}\right)^{4/3}.
\]

**Solution.** By (g), \(\sqrt\pi\,V/4=w^{-3/2}\). Raising this to the power \(4/3\) gives \(w^{-2}\), which is \(a\) by (e). The Lean proof makes the same substitution and multiplies the exponents, which is allowed because \(w\) is positive.

```lean
/-- For every frequency `w > 0` the polarizability is the `4/3` power of `√π / 4` times the
mean of `r ^ 3`. -/
theorem polarizability_eq_volume {w : ℝ} (hw : 0 < w) :
    polarizability w = (√π * volumeR3 w / 4) ^ (4 / 3 : ℝ) := by
  have hp : 0 < √π := Real.sqrt_pos.2 pi_pos
  have hq : 0 < w ^ (3 / 2 : ℝ) := Real.rpow_pos_of_pos hw _
  have h : √π * (4 / (√π * w ^ (3 / 2 : ℝ))) / 4 = (w ^ (3 / 2 : ℝ))⁻¹ := by
    field_simp
  rw [polarizability_eq hw, volumeR3_eq hw, h, ← Real.rpow_neg hw.le, ← Real.rpow_mul hw.le,
    show (-(3 / 2) * (4 / 3) : ℝ) = -((2 : ℕ) : ℝ) by norm_num, Real.rpow_neg hw.le,
    Real.rpow_natCast, one_div]
```

## (i) The only power law

**Task.** Let \(p\) and \(k\) be real numbers. Show that \(a=kV^p\) holds for all \(w>0\) exactly when

\[
p=\frac43,\qquad k=\left(\frac{\sqrt\pi}{4}\right)^{4/3}.
\]

**Solution.** If the two values hold, the law is (h) with the power of the product split. Conversely, suppose that the law holds and compare \(w=1\) with \(w=4\). The volume falls by a factor \(4^{3/2}=8\) and the polarizability by \(4^2=16\), so \(8^p=16\). Taking logarithms, \(3p\ln2=4\ln2\), hence \(p=4/3\). At \(w=1\) the law and (h) then have the same nonzero factor \(V^{4/3}\), and cancelling it gives \(k\).

In Lean, `hlaw` is the split form of (h), `h48` the volume ratio and `h8` the equation \(8^p=16\).

For two oscillators of this kind that differ only in frequency, the rescaling factor for the polarizability is therefore the volume ratio to the power \(4/3\).

```lean
/-- A power law `k * V ^ p` gives the polarizability at all frequencies `w > 0` exactly when
`p = 4/3` and `k = (√π / 4) ^ (4/3)`. -/
theorem power_law_iff (p k : ℝ) :
    (∀ w, 0 < w → polarizability w = k * volumeR3 w ^ p) ↔
      p = 4 / 3 ∧ k = (√π / 4) ^ (4 / 3 : ℝ) := by
  have hV : ∀ w, 0 < w → 0 < volumeR3 w := by
    intro w hw
    rw [volumeR3_eq hw]
    positivity
  have hlaw : ∀ w, 0 < w →
      polarizability w = (√π / 4) ^ (4 / 3 : ℝ) * volumeR3 w ^ (4 / 3 : ℝ) := by
    intro w hw
    rw [polarizability_eq_volume hw, ← Real.mul_rpow (by positivity) (hV w hw).le]
    congr 1
    ring
  constructor
  · intro h
    have hV1 := hV 1 one_pos
    -- from w = 1 to w = 4 the volume falls by 8 and the polarizability by 16
    have h48 : volumeR3 4 = volumeR3 1 / 8 := by
      rw [volumeR3_eq (by norm_num), volumeR3_eq one_pos, Real.one_rpow,
        rpow_three_halves (by norm_num), show √(4 : ℝ) = 2 by
          rw [show (4 : ℝ) = 2 ^ 2 by norm_num, Real.sqrt_sq (by norm_num)]]
      ring
    have h1 := h 1 one_pos
    have h4 := h 4 (by norm_num)
    have h8pos : (0 : ℝ) < 8 ^ p := Real.rpow_pos_of_pos (by norm_num) p
    rw [h48, Real.div_rpow hV1.le (by norm_num), ← mul_div_assoc, ← h1,
      polarizability_eq (by norm_num), polarizability_eq one_pos,
      div_eq_div_iff (by norm_num) h8pos.ne'] at h4
    have h8 : (8 : ℝ) ^ p = 16 := by linarith
    have hl := congrArg Real.log h8
    rw [Real.log_rpow (by norm_num), show (8 : ℝ) = 2 ^ 3 by norm_num,
      show (16 : ℝ) = 2 ^ 4 by norm_num, Real.log_pow, Real.log_pow] at hl
    push_cast at hl
    have hlog : 0 < Real.log 2 := Real.log_pos (by norm_num)
    have hp : p = 4 / 3 := by
      apply mul_right_cancel₀ hlog.ne'
      linarith
    refine ⟨hp, ?_⟩
    rw [hp, hlaw 1 one_pos] at h1
    exact (mul_right_cancel₀ (Real.rpow_pos_of_pos hV1 _).ne' h1).symm
  · rintro ⟨rfl, rfl⟩
    exact hlaw
```

## (j) No proportionality

**Task.** Show that no real constant \(k\) satisfies \(a=kV\) for all \(w>0\).

**Solution.** Such a constant would give a power law with \(p=1\), whereas (i) requires \(p=4/3\). Lean applies `power_law_iff` at exponent 1 and refutes \(1=4/3\) numerically.

In this one-parameter model, rescaling linearly from \(w=1\) to \(w=4\) would predict a polarizability of \(1/8\), twice the true value of \(1/16\).

```lean
/-- No constant `k` makes the polarizability equal to `k` times the mean of `r ^ 3` at all
frequencies `w > 0`. -/
theorem not_linear_in_volume :
    ¬ ∃ k : ℝ, ∀ w, 0 < w → polarizability w = k * volumeR3 w := by
  rintro ⟨k, h⟩
  have h1 := (power_law_iff 1 k).1 (fun w hw => by rw [Real.rpow_one]; exact h w hw)
  exact absurd h1.1 (by norm_num)

end

end OscillatorPolarizabilityVolume
```

```lean
#print axioms OscillatorPolarizabilityVolume.fieldState_schrodinger
-- 'OscillatorPolarizabilityVolume.fieldState_schrodinger' depends on axioms: [propext, Classical.choice, Quot.sound]
#print axioms OscillatorPolarizabilityVolume.density_eq_prod
-- 'OscillatorPolarizabilityVolume.density_eq_prod' depends on axioms: [propext, Classical.choice, Quot.sound]
#print axioms OscillatorPolarizabilityVolume.polarizability_eq_volume
-- 'OscillatorPolarizabilityVolume.polarizability_eq_volume' depends on axioms: [propext, Classical.choice, Quot.sound]
#print axioms OscillatorPolarizabilityVolume.not_linear_in_volume
-- 'OscillatorPolarizabilityVolume.not_linear_in_volume' depends on axioms: [propext, Classical.choice, Quot.sound]
```
